# The first-order gauge error of scaled ZORA carries a factor of the orbital energy

## Dividing by 1 + y

A scaled ZORA calculation ends by dividing each orbital energy E by 1 + y, where y is the squared norm of the small component that belongs to the orbital normalised to 1. When the potentials of two such calculations differ by a small constant s, for instance the potential inside a distant, uniformly charged spherical shell, the slope of E/(1 + y) in s gives the first-order difference of their scaled energies.

An exact treatment would give slope 1, since a constant potential merely moves the zero of energy. ZORA has the potential in the denominator of its kinetic operator, so its slope is in general different. In a finite matrix model with the potential otherwise held fixed, the deviation left after scaling is E(0), the orbital energy at s = 0, times a factor that depends on the orbital and its response to the shift.

## The matrix model

In atomic units, with c the speed of light, the Hamiltonian in the gauge s is

H(s) = A + s + B† K(s) B, with K(s) diagonal and kᵢ(s) = c²/(2c² − vᵢ − s).

On a quadrature grid, A is the matrix of the potential in an orthonormal basis, vᵢ is the potential at a grid point, and B takes the coefficients of an orbital f to the values of σ·p f, each multiplied by the square root of its quadrature weight. The index i runs over grid points and spin components. For a normalised orbital f(s), with g(s) = B f(s), the small component gives

y(s) = Σᵢ c² |gᵢ(s)|² / (2c² − vᵢ − s)².

So y can be computed from the same grid values of σ·p f that enter the kinetic energy.

## The slope of the unscaled energy

Let H(s) f(s) = E(s) f(s) near s = 0, with f differentiable at 0 and f(0)†f(0) = 1. Write w(s) = f(0)†f(s). Pairing the eigenvalue equation at s with f(0) gives

f(0)†H(s)f(s) = E(s) w(s).

Since H(0) is Hermitian and E(0) is real, it can act to the left:

f(0)†H(0)f(s) = E(0) w(s).

In the difference, A drops out:

(E(s) − E(0)) w(s) = s w(s) + Σᵢ (kᵢ(s) − kᵢ(0)) conj(gᵢ(0)) gᵢ(s).

Both s and kᵢ(s) − kᵢ(0) vanish at s = 0, so derivatives of w and g do not contribute there. With kᵢ'(0) = c²/(2c² − vᵢ)², the right side has derivative

w(0) + Σᵢ c² |gᵢ(0)|²/(2c² − vᵢ)² = 1 + y(0).

Near 0 the overlap w is nonzero, so we may divide by it. The numerator vanishes at 0 and w(0) = 1, hence

E'(0) = 1 + y(0).

## The slope after scaling

The product and quotient rules, with g'(0) = B f'(0), give

y'(0) = Σᵢ [ 2c² |gᵢ(0)|²/(2c² − vᵢ)³ + 2c² Re(conj(gᵢ(0)) gᵢ'(0))/(2c² − vᵢ)² ].

The second term is the response of the orbital. Then

(E/(1 + y))'(0) = [E'(0)(1 + y(0)) − E(0) y'(0)]/(1 + y(0))² = 1 − E(0) y'(0)/(1 + y(0))².

Scaling thus removes the error y(0) in the slope of E and leaves the term with E(0), which is the unscaled ZORA energy.

## A free electron

For momentum p along z, σ·p = diag(p, −p), and A = v = 0. Every nonzero spinor is an eigenvector for every s ≠ 2c², with

E(s) = s + c²p²/(2c² − s).

A fixed unit spinor has no response, so E(0) = p²/2, y(0) = p²/(4c²) and y'(0) = p²/(4c⁴). The scaled slope is

1 − 2p⁴/(4c² + p²)²,

which differs from 1 whenever p ≠ 0.

## What the theorem assumes

In `scaled_zora_gauge_error`, `n` labels basis functions and `m` labels the rows of `B`. The functions `zoraH`, `smallNorm`, `smallNormSlope` and `scaledEnergy` stand for H(s), y, y'(0) and E/(1 + y). The hypothesis `hA` makes A Hermitian, and `hv` keeps every potential value below 2c², so the denominators are positive at s = 0 and stay so nearby.

The existence of a differentiable eigenvector is assumed through `hf` and `hE`; the differentiability of E is derived. The condition `hunit` fixes the norm only at s = 0. For a unit family f(s), `smallNorm` is the physical y throughout; if the norm varies, its change enters both `scaledEnergy` and the slope.

A and v stay fixed apart from the constant s, so the self-consistent response of a mean field is absent. The statement is a derivative at s = 0 and gives no bound for a finite shift.

## The file

In Lean 4 with Mathlib:

```lean
import Mathlib

open Matrix ComplexConjugate Topology Filter

namespace ScaledZoraGauge

noncomputable section

variable {n m : Type*} [Fintype n] [Fintype m]

/-- The ZORA kinetic factor `c² / (2c² - vᵢ - s)`; its domain is `vᵢ + s ≠ 2c²`. -/
def zoraKernel (c : ℝ) (v : m → ℝ) (s : ℝ) (i : m) : ℝ := c ^ 2 / (2 * c ^ 2 - v i - s)

/-- The ZORA Hamiltonian `A + s + Bᴴ diag(c² / (2c² - vᵢ - s)) B` in the gauge `s`;
its domain is `vᵢ + s ≠ 2c²` for all `i`. -/
def zoraH [DecidableEq n] [DecidableEq m] (c : ℝ) (A : Matrix n n ℂ) (B : Matrix m n ℂ)
    (v : m → ℝ) (s : ℝ) : Matrix n n ℂ :=
  A + (s : ℂ) • 1 + Bᴴ * diagonal (fun i => (zoraKernel c v s i : ℂ)) * B

/-- The squared norm `y` of the small component of the orbital `x` in the gauge `s`;
its domain is `vᵢ + s ≠ 2c²` for all `i`. -/
def smallNorm (c : ℝ) (B : Matrix m n ℂ) (v : m → ℝ) (s : ℝ) (x : n → ℂ) : ℝ :=
  ∑ i, c ^ 2 * Complex.normSq ((B *ᵥ x) i) / (2 * c ^ 2 - v i - s) ^ 2

/-- The slope `y'(0)` for an orbital `x` with response `x'`: a term from the denominator and a
term from the response; its domain is `vᵢ ≠ 2c²` for all `i`. -/
def smallNormSlope (c : ℝ) (B : Matrix m n ℂ) (v : m → ℝ) (x x' : n → ℂ) : ℝ :=
  ∑ i, (2 * c ^ 2 * Complex.normSq ((B *ᵥ x) i) / (2 * c ^ 2 - v i) ^ 3
    + 2 * c ^ 2 * (conj ((B *ᵥ x) i) * (B *ᵥ x') i).re / (2 * c ^ 2 - v i) ^ 2)

/-- The quotient `E / (1 + y)` in the gauge `s`, which is the scaled ZORA energy when `f s` is a
unit eigenvector with eigenvalue `E s`; its domain is that of `y`. -/
def scaledEnergy (c : ℝ) (B : Matrix m n ℂ) (v : m → ℝ) (f : ℝ → n → ℂ) (E : ℝ → ℝ)
    (s : ℝ) : ℝ := E s / (1 + smallNorm c B v s (f s))

/-- The dot product (without conjugation) of a fixed vector `a` with an orbital differentiable at
zero shift has the derivative `a ⬝ᵥ f'` there. -/
theorem hasDerivAt_overlap {f : ℝ → n → ℂ} {f' : n → ℂ} (hf : HasDerivAt f f' 0) (a : n → ℂ) :
    HasDerivAt (fun s => a ⬝ᵥ f s) (a ⬝ᵥ f') 0 := by
  simp only [dotProduct]
  exact HasDerivAt.fun_sum fun j _ => (hasDerivAt_pi.1 hf j).const_mul (a j)

/-- For potentials below `2c²` and a differentiable orbital, `y` has the slope
`smallNormSlope` at zero shift. -/
theorem hasDerivAt_smallNorm {c : ℝ} (B : Matrix m n ℂ) {v : m → ℝ} (hv : ∀ i, v i < 2 * c ^ 2)
    {f : ℝ → n → ℂ} {f' : n → ℂ} (hf : HasDerivAt f f' 0) :
    HasDerivAt (fun s => smallNorm c B v s (f s)) (smallNormSlope c B v (f 0) f') 0 := by
  unfold smallNorm smallNormSlope
  refine HasDerivAt.fun_sum fun i _ => ?_
  have hne : 2 * c ^ 2 - v i ≠ 0 := (sub_pos.2 (hv i)).ne'
  have hb : HasDerivAt (fun s => (B *ᵥ f s) i) ((B *ᵥ f') i) 0 := hasDerivAt_overlap hf (B i)
  have hr : HasDerivAt (fun s => ((B *ᵥ f s) i).re) ((B *ᵥ f') i).re 0 :=
    Complex.reCLM.hasFDerivAt.comp_hasDerivAt (0 : ℝ) hb
  have hi : HasDerivAt (fun s => ((B *ᵥ f s) i).im) ((B *ᵥ f') i).im 0 :=
    Complex.imCLM.hasFDerivAt.comp_hasDerivAt (0 : ℝ) hb
  have hn : HasDerivAt (fun s => Complex.normSq ((B *ᵥ f s) i))
      (2 * (conj ((B *ᵥ f 0) i) * (B *ᵥ f') i).re) 0 := by
    simp only [Complex.normSq_apply]
    refine ((hr.fun_mul hr).fun_add (hi.fun_mul hi)).congr_deriv ?_
    simp only [Complex.mul_re, Complex.conj_re, Complex.conj_im]
    ring
  have hd := (hasDerivAt_id' (0 : ℝ)).const_sub (2 * c ^ 2 - v i)
  have hd2 : HasDerivAt (fun s : ℝ => (2 * c ^ 2 - v i - s) ^ 2) (-2 * (2 * c ^ 2 - v i)) 0 :=
    ((hd.fun_mul hd).congr_deriv (by ring)).congr_of_eventuallyEq
      (Eventually.of_forall fun s => pow_two _)
  -- quotient rule for each term
  refine ((hn.const_mul (c ^ 2)).fun_div hd2 (by simpa using hne)).congr_deriv ?_
  simp only [sub_zero]
  generalize 2 * c ^ 2 - v i = d at hne ⊢
  rw [div_add_div _ _ (pow_ne_zero 3 hne) (pow_ne_zero 2 hne),
    div_eq_div_iff (pow_ne_zero 2 (pow_ne_zero 2 hne))
      (mul_ne_zero (pow_ne_zero 3 hne) (pow_ne_zero 2 hne))]
  ring

variable [DecidableEq n] [DecidableEq m]

omit [Fintype n] in
/-- The ZORA Hamiltonian is Hermitian when `A` is. -/
theorem zoraH_isHermitian (c : ℝ) {A : Matrix n n ℂ} (hA : A.IsHermitian) (B : Matrix m n ℂ)
    (v : m → ℝ) (s : ℝ) : (zoraH c A B v s).IsHermitian := by
  have hD : (diagonal (fun i => (zoraKernel c v s i : ℂ)))ᴴ
      = diagonal (fun i => (zoraKernel c v s i : ℂ)) := by
    rw [diagonal_conjTranspose]
    congr 1
    funext i
    exact Complex.conj_ofReal _
  unfold Matrix.IsHermitian
  rw [zoraH, conjTranspose_add, conjTranspose_add, conjTranspose_smul, conjTranspose_one,
    conjTranspose_mul, conjTranspose_mul, conjTranspose_conjTranspose, hD, hA.eq,
    Complex.star_def, Complex.conj_ofReal, Matrix.mul_assoc]

/-- Matrix elements of the ZORA Hamiltonian split into `A`, the shift and the kinetic part. -/
theorem zoraH_element (c : ℝ) (A : Matrix n n ℂ) (B : Matrix m n ℂ) (v : m → ℝ) (s : ℝ)
    (x z : n → ℂ) : star x ⬝ᵥ (zoraH c A B v s *ᵥ z) = star x ⬝ᵥ (A *ᵥ z) + s * (star x ⬝ᵥ z)
      + ∑ i, (zoraKernel c v s i : ℂ) * (star ((B *ᵥ x) i) * (B *ᵥ z) i) := by
  rw [zoraH, add_mulVec, add_mulVec, smul_mulVec, one_mulVec, dotProduct_add, dotProduct_add,
    dotProduct_smul, smul_eq_mul, ← mulVec_mulVec, ← mulVec_mulVec,
    Matrix.dotProduct_mulVec (star x) Bᴴ, ← star_mulVec]
  congr 1
  simp only [dotProduct, mulVec_diagonal, Pi.star_apply]
  exact Finset.sum_congr rfl fun i _ => by ring

/-- For Hermitian `A` and eigenvectors `x` and `z` with eigenvalues `e₀` and `e` in the gauges `0`
and `s`, the difference `e - e₀` times the overlap of `x` and `z` equals `s` times that overlap plus
the matrix element of the change of the kinetic part. -/
theorem energy_difference {c : ℝ} {A : Matrix n n ℂ} (hA : A.IsHermitian) {B : Matrix m n ℂ}
    {v : m → ℝ} {s e₀ e : ℝ} {x z : n → ℂ} (hx : zoraH c A B v 0 *ᵥ x = (e₀ : ℂ) • x)
    (hz : zoraH c A B v s *ᵥ z = (e : ℂ) • z) :
    ((e : ℂ) - e₀) * (star x ⬝ᵥ z) = s * (star x ⬝ᵥ z)
      + ∑ i, ((zoraKernel c v s i : ℂ) - (zoraKernel c v 0 i : ℂ))
        * (star ((B *ᵥ x) i) * (B *ᵥ z) i) := by
  have h1 : star x ⬝ᵥ (zoraH c A B v s *ᵥ z) = e * (star x ⬝ᵥ z) := by
    rw [hz, dotProduct_smul, smul_eq_mul]
  -- in the gauge 0 the Hamiltonian acts to the left
  have h2 : star x ⬝ᵥ (zoraH c A B v 0 *ᵥ z) = e₀ * (star x ⬝ᵥ z) := by
    have h := star_mulVec (zoraH c A B v 0) x
    rw [(zoraH_isHermitian c hA B v 0).eq, hx] at h
    rw [Matrix.dotProduct_mulVec, ← h, star_smul, smul_dotProduct, smul_eq_mul,
      Complex.star_def, Complex.conj_ofReal]
  rw [zoraH_element] at h1 h2
  rw [Complex.ofReal_zero] at h2
  simp only [sub_mul, Finset.sum_sub_distrib]
  linear_combination h2 - h1

/-- For Hermitian `A`, potentials below `2c²` and a differentiable eigenvector normalised at zero
shift, the unscaled ZORA energy has gauge slope `1 + y(0)` there. -/
theorem hasDerivAt_energy {c : ℝ} {A : Matrix n n ℂ} (hA : A.IsHermitian) {B : Matrix m n ℂ}
    {v : m → ℝ} (hv : ∀ i, v i < 2 * c ^ 2) {f : ℝ → n → ℂ} {f' : n → ℂ} {E : ℝ → ℝ}
    (hf : HasDerivAt f f' 0) (hunit : star (f 0) ⬝ᵥ f 0 = 1)
    (hE : ∀ᶠ s in 𝓝 (0 : ℝ), zoraH c A B v s *ᵥ f s = (E s : ℂ) • f s) :
    HasDerivAt E (1 + smallNorm c B v 0 (f 0)) 0 := by
  have hw := hasDerivAt_overlap hf (star (f 0))
  have hne : star (f 0) ⬝ᵥ f 0 ≠ 0 := by rw [hunit]; exact one_ne_zero
  have hb (i : m) : HasDerivAt (fun s => (B *ᵥ f s) i) ((B *ᵥ f') i) 0 :=
    hasDerivAt_overlap hf (B i)
  have hk (i : m) : HasDerivAt (fun s => zoraKernel c v s i)
      (c ^ 2 / (2 * c ^ 2 - v i) ^ 2) 0 := by
    have hd := (hasDerivAt_id' (0 : ℝ)).const_sub (2 * c ^ 2 - v i)
    exact ((hasDerivAt_const (0 : ℝ) (c ^ 2)).fun_div hd
      (by simpa using (sub_pos.2 (hv i)).ne')).congr_deriv (by simp)
  -- differentiate the exact energy difference
  have hN : HasDerivAt (fun s => ((E s : ℂ) - E 0) * (star (f 0) ⬝ᵥ f s))
      ((1 + smallNorm c B v 0 (f 0) : ℝ) : ℂ) 0 := by
    refine HasDerivAt.congr_of_eventuallyEq (HasDerivAt.congr_deriv
      (((hasDerivAt_id' (0 : ℝ)).ofReal_comp.fun_mul hw).fun_add
        (HasDerivAt.fun_sum (u := Finset.univ) fun i _ =>
          ((hk i).ofReal_comp.sub_const (zoraKernel c v 0 i : ℂ)).fun_mul
            ((hb i).const_mul (star ((B *ᵥ f 0) i))))) ?_)
      (hE.mono fun s hs => energy_difference hA hE.self_of_nhds hs)
    simp only [smallNorm, hunit, sub_self, zero_mul, add_zero, Complex.ofReal_one,
      Complex.ofReal_zero, mul_one, Complex.ofReal_add, Complex.ofReal_sum, sub_zero]
    congr 1
    refine Finset.sum_congr rfl fun i _ => ?_
    rw [Complex.star_def, ← Complex.normSq_eq_conj_mul_self]
    push_cast
    ring
  -- divide by the overlap, which is 1 at zero shift
  have hq : HasDerivAt (fun s => (E s : ℂ) - E 0)
      ((1 + smallNorm c B v 0 (f 0) : ℝ) : ℂ) 0 := by
    refine ((hN.fun_div hw hne).congr_deriv (by simp [hunit])).congr_of_eventuallyEq ?_
    filter_upwards [hw.continuousAt.eventually_ne hne] with s hs
    exact (mul_div_cancel_right₀ _ hs).symm
  have hre : HasDerivAt (fun s => E s - E 0) (1 + smallNorm c B v 0 (f 0)) 0 :=
    ((Complex.reCLM.hasFDerivAt.comp_hasDerivAt (0 : ℝ) hq).congr_deriv
      (Complex.ofReal_re _)).congr_of_eventuallyEq (Eventually.of_forall fun s => by simp)
  simpa using hre.add_const (E 0)

/-- Gauge error of scaled ZORA: for Hermitian `A`, potentials below `2c²` and a differentiable
eigenvector normalised at zero shift, `E / (1 + y)` has slope `1 - E(0) y'(0) / (1 + y(0))²` there.
This is the slope of the scaled ZORA energy if the eigenvector stays normalised. -/
theorem scaled_zora_gauge_error {c : ℝ} {A : Matrix n n ℂ} (hA : A.IsHermitian)
    {B : Matrix m n ℂ} {v : m → ℝ} (hv : ∀ i, v i < 2 * c ^ 2) {f : ℝ → n → ℂ} {f' : n → ℂ}
    {E : ℝ → ℝ} (hf : HasDerivAt f f' 0) (hunit : star (f 0) ⬝ᵥ f 0 = 1)
    (hE : ∀ᶠ s in 𝓝 (0 : ℝ), zoraH c A B v s *ᵥ f s = (E s : ℂ) • f s) :
    HasDerivAt (scaledEnergy c B v f E)
      (1 - E 0 * smallNormSlope c B v (f 0) f' / (1 + smallNorm c B v 0 (f 0)) ^ 2) 0 := by
  have h0 : 0 ≤ smallNorm c B v 0 (f 0) := Finset.sum_nonneg fun i _ =>
    div_nonneg (mul_nonneg (sq_nonneg _) (Complex.normSq_nonneg _)) (sq_nonneg _)
  have hne : 1 + smallNorm c B v 0 (f 0) ≠ 0 := by linarith
  refine ((hasDerivAt_energy hA hv hf hunit hE).fun_div
    ((hasDerivAt_smallNorm B hv hf).const_add 1) hne).congr_deriv ?_
  rw [sub_div, ← pow_two, div_self (pow_ne_zero 2 hne)]

/-- The operator `σ·p` at momentum `(0, 0, p)`. -/
def sigmaP (p : ℝ) : Matrix (Fin 2) (Fin 2) ℂ := diagonal ![(p : ℂ), -(p : ℂ)]

/-- The free-electron ZORA energy `s + c²p² / (2c² - s)`; its domain is `s ≠ 2c²`. -/
def freeEnergy (c p s : ℝ) : ℝ := s + c ^ 2 * p ^ 2 / (2 * c ^ 2 - s)

/-- For `s ≠ 2c²`, every nonzero spinor of a free electron with momentum `p` along the z axis is a
ZORA eigenvector with energy `freeEnergy`. -/
theorem freeElectron_witness (c p s : ℝ) (x : Fin 2 → ℂ) :
    zoraH c 0 (sigmaP p) 0 s *ᵥ x = (freeEnergy c p s : ℂ) • x := by
  funext i
  fin_cases i <;>
    simp [zoraH, sigmaP, zoraKernel, freeEnergy, diagonal_conjTranspose, add_mulVec,
      smul_mulVec] <;> ring

/-- For `c ≠ 0` and a normalised spinor, the scaled ZORA energy of a free electron has gauge slope
`1 - 2p⁴ / (4c² + p²)²` at zero shift. -/
theorem freeElectron_gauge_slope {c : ℝ} (hc : c ≠ 0) (p : ℝ) {x : Fin 2 → ℂ}
    (hx : star x ⬝ᵥ x = 1) :
    HasDerivAt (scaledEnergy c (sigmaP p) 0 (fun _ => x) (freeEnergy c p))
      (1 - 2 * p ^ 4 / (4 * c ^ 2 + p ^ 2) ^ 2) 0 := by
  have hv : ∀ i, (0 : Fin 2 → ℝ) i < 2 * c ^ 2 := fun _ => by
    show (0 : ℝ) < 2 * c ^ 2
    positivity
  have hx' : Complex.normSq (x 0) + Complex.normSq (x 1) = 1 := by
    apply Complex.ofReal_injective
    rw [Complex.ofReal_add, Complex.normSq_eq_conj_mul_self, Complex.normSq_eq_conj_mul_self,
      Complex.ofReal_one, ← hx]
    simp [dotProduct, Fin.sum_univ_two]
  have hn : ∑ i, Complex.normSq ((sigmaP p *ᵥ x) i) = p ^ 2 := by
    simp only [sigmaP, mulVec_diagonal, Fin.sum_univ_two, Matrix.cons_val_zero,
      Matrix.cons_val_one, Complex.normSq_mul, Complex.normSq_neg, Complex.normSq_ofReal]
    linear_combination p ^ 2 * hx'
  have hy : smallNorm c (sigmaP p) 0 0 x = c ^ 2 * p ^ 2 / (2 * c ^ 2) ^ 2 := by
    simp only [smallNorm, Pi.zero_apply, sub_zero]
    rw [← Finset.sum_div, ← Finset.mul_sum, hn]
  have hy' : smallNormSlope c (sigmaP p) 0 x 0 = 2 * c ^ 2 * p ^ 2 / (2 * c ^ 2) ^ 3 := by
    simp only [smallNormSlope, mulVec_zero, Pi.zero_apply, mul_zero, Complex.zero_re, zero_div,
      add_zero, sub_zero]
    rw [← Finset.sum_div, ← Finset.mul_sum, hn]
  refine (scaled_zora_gauge_error (A := 0) Matrix.isHermitian_zero hv
    (hasDerivAt_const (0 : ℝ) x) hx
    (Eventually.of_forall fun s => freeElectron_witness c p s x)).congr_deriv ?_
  have he : freeEnergy c p 0 = p ^ 2 / 2 := by
    simp only [freeEnergy, sub_zero, zero_add]
    field_simp
  have ha : 1 + c ^ 2 * p ^ 2 / (2 * c ^ 2) ^ 2 = (4 * c ^ 2 + p ^ 2) / (4 * c ^ 2) := by
    field_simp
    ring
  have hpos : 4 * c ^ 2 + p ^ 2 ≠ 0 := by positivity
  rw [hy, hy', he, ha]
  field_simp
  ring

end

end ScaledZoraGauge
```

```lean
#print axioms ScaledZoraGauge.scaled_zora_gauge_error
-- 'ScaledZoraGauge.scaled_zora_gauge_error' depends on axioms: [propext, Classical.choice, Quot.sound]
#print axioms ScaledZoraGauge.freeElectron_gauge_slope
-- 'ScaledZoraGauge.freeElectron_gauge_slope' depends on axioms: [propext, Classical.choice, Quot.sound]
```

## From the lemmas to the slope

`hasDerivAt_overlap` differentiates a finite sum term by term and serves both w and the components of g. `hasDerivAt_smallNorm` computes y'(0): it splits gᵢ into real and imaginary parts, differentiates the sum of their squares, and applies the quotient rule to each term.

`zoraH_isHermitian` supplies the step in which H(0) acts to the left. `zoraH_element` splits a matrix element into potential, shift and kinetic parts. In `energy_difference`, `h1` and `h2` are the two pairings above, and `linear_combination h2 - h1` subtracts them.

`hasDerivAt_energy` follows the derivation in three stages. `hN` differentiates the exact difference, `hq` divides by the overlap on a neighbourhood where it is nonzero, and `hre` takes the real part to return to the real function E. The main theorem combines this slope with that of y by `fun_div`; nonnegativity of y ensures that 1 + y(0) is not zero.

For the free electron, `freeElectron_witness` verifies the eigenvalue equation component by component. `freeElectron_gauge_slope` then applies the main theorem to a constant spinor with zero response, evaluates y(0), y'(0) and E(0), and simplifies the fraction.
